# Two expressions for the fourth-order Stark energy of ground-state hydrogen agree

Take non-relativistic hydrogen with a fixed nucleus, in atomic units, perturbed by a weak uniform electric field F through the term F r m, where m is the cosine of the polar angle. The coefficient of F⁴ in the ground-state energy can be found from the third-order wavefunction correction, or from the first two corrections alone. `energy_from_third_order` states that these two expressions agree, as an identity between averages of explicit polynomials over the normalised ground-state density. The polynomials `f1`, `f2` and `f3` multiply the unperturbed ground state to give its successive corrections, in intermediate normalisation: each correction is orthogonal to the unperturbed state. The file takes them as given and does not derive them from the Schrödinger equation. The proof replaces the right-hand side by its known value, -3555/64, then uses `average_polynomial` to turn the left-hand side into a finite sum to be checked by arithmetic.

In Lean, a first try:

```lean
import Mathlib

open Polynomial MeasureTheory

namespace HydrogenStarkResponse

noncomputable section

/-- The average over `r > 0` and `-1 ≤ m ≤ 1` with the hydrogen weight `2 r² exp(-2r)`. -/
def average (f : ℝ → ℝ → ℝ) : ℝ :=
  ∫ r in Set.Ioi (0 : ℝ), ∫ m in (-1 : ℝ)..1, f r m * (2 * r ^ 2 * Real.exp (-2 * r))

/-- The first-order factor `f1`. -/
def f1 (r m : ℝ) : ℝ := -(r + r ^ 2 / 2) * m

/-- The second-order factor `f2`, a sum of an isotropic and a `P2(m)` part. -/
def f2 (r m : ℝ) : ℝ :=
  r ^ 4 / 24 + r ^ 3 / 4 + 3 * r ^ 2 / 4 - 81 / 16
    + (r ^ 4 / 12 + 5 * r ^ 3 / 12 + 5 * r ^ 2 / 8) * ((3 * m ^ 2 - 1) / 2)

/-- The third-order factor `f3`, a sum of a `P1(m)` and a `P3(m)` part. -/
def f3 (r m : ℝ) : ℝ :=
  -(r ^ 6 / 80 + 2 * r ^ 5 / 15 + 43 * r ^ 4 / 60 + 71 * r ^ 3 / 40
      + 25 * r ^ 2 / 32 + 25 * r / 16) * m
    - (r ^ 6 / 120 + 3 * r ^ 5 / 40 + 21 * r ^ 4 / 80 + 7 * r ^ 3 / 20)
      * ((5 * m ^ 3 - 3 * m) / 2)

/-- The radial integral of `rⁿ exp(-2r)` over `r > 0` is `n!/2ⁿ⁺¹`. -/
theorem radial_moment (n : ℕ) :
    ∫ r in Set.Ioi (0 : ℝ), r ^ n * Real.exp (-2 * r) = (n.factorial : ℝ) / 2 ^ (n + 1) := by
  have h := Real.integral_rpow_mul_exp_neg_mul_Ioi (a := (n : ℝ) + 1) (r := 2)
    (by positivity) (by norm_num)
  have e : (1 / (2 : ℝ)) ^ ((n : ℝ) + 1) = 1 / 2 ^ (n + 1) := by
    rw [← Nat.cast_add_one, Real.rpow_natCast, one_div_pow]
  rw [Real.Gamma_nat_eq_factorial, e] at h
  simp only [add_sub_cancel_right, Real.rpow_natCast] at h
  simp only [neg_mul]
  rw [h]
  ring

/-- The hydrogen average of a polynomial in `r` and `m` with the angular powers `1, m², m⁴`. -/
theorem average_polynomial {N : ℕ} {f : ℝ → ℝ → ℝ} (a b c : Fin N → ℝ)
    (h : ∀ r m, f r m = ∑ n, (a n + b n * m ^ 2 + c n * m ^ 4) * r ^ (n : ℕ)) :
    average f = ∑ n, 4 * (a n + b n / 3 + c n / 5)
      * ((((n : ℕ) + 2).factorial : ℝ) / 2 ^ ((n : ℕ) + 3)) := by
  have hint : ∀ n : ℕ, Integrable (fun r : ℝ => r ^ n * Real.exp (-2 * r))
      (volume.restrict (Set.Ioi 0)) := by
    intro n
    by_contra hn
    have h0 := integral_undef hn
    rw [radial_moment] at h0
    exact (by positivity : (n.factorial : ℝ) / 2 ^ (n + 1) ≠ 0) h0
  -- the angular integral
  have hang : ∀ u v w : ℝ, ∫ m in (-1 : ℝ)..1, (u + v * m ^ 2 + w * m ^ 4)
      = 2 * (u + v / 3 + w / 5) := by
    intro u v w
    have hd : ∀ x ∈ Set.uIcc (-1 : ℝ) 1, HasDerivAt
        (fun m : ℝ => u * m + v / 3 * m ^ 3 + w / 5 * m ^ 5) (u + v * x ^ 2 + w * x ^ 4) x := by
      intro x _
      refine ((((hasDerivAt_id' x).const_mul u).fun_add
        ((hasDerivAt_pow 3 x).const_mul (v / 3))).fun_add
        ((hasDerivAt_pow 5 x).const_mul (w / 5))).congr_deriv ?_
      simp only [Nat.cast_ofNat, Nat.reduceSub]
      ring
    rw [intervalIntegral.integral_eq_sub_of_hasDerivAt hd
      (Continuous.intervalIntegrable (by fun_prop) _ _)]
    ring
  have inner : ∀ r : ℝ, ∫ m in (-1 : ℝ)..1, f r m * (2 * r ^ 2 * Real.exp (-2 * r))
      = ∑ n, 4 * (a n + b n / 3 + c n / 5) * (r ^ ((n : ℕ) + 2) * Real.exp (-2 * r)) := by
    intro r
    simp only [h]
    rw [intervalIntegral.integral_mul_const, intervalIntegral.integral_finsetSum
      (fun n _ => Continuous.intervalIntegrable (by fun_prop) _ _), Finset.sum_mul]
    refine Finset.sum_congr rfl fun n _ => ?_
    rw [intervalIntegral.integral_mul_const, hang]
    ring
  unfold average
  simp only [inner]
  rw [integral_finsetSum _ (fun n _ => (hint _).const_mul _)]
  refine Finset.sum_congr rfl fun n _ => ?_
  rw [integral_const_mul, radial_moment]

/-- The combination of averages `⟨f1 r m f2⟩ + (9/4)⟨f1²⟩` equals `-3555/64`. -/
theorem fourth_order_energy :
    average (fun r m => f1 r m * (r * m) * f2 r m)
      + 9 / 4 * average (fun r m => f1 r m ^ 2) = -3555 / 64 := by
  rw [average_polynomial (N := 8) (f := fun r m => f1 r m * (r * m) * f2 r m)
    ![0, 0, 0, 0, 0, 0, 0, 0]
    ![0, 0, 81 / 16, 81 / 32, -7 / 16, -25 / 96, -1 / 48, 0]
    ![0, 0, 0, 0, -15 / 16, -35 / 32, -7 / 16, -1 / 16] (by
      intro r m
      simp [Fin.sum_univ_eight, f1, f2]
      ring),
    average_polynomial (N := 8) (f := fun r m => f1 r m ^ 2)
    ![0, 0, 0, 0, 0, 0, 0, 0] ![0, 0, 1, 1, 1 / 4, 0, 0, 0] ![0, 0, 0, 0, 0, 0, 0, 0] (by
      intro r m
      simp [Fin.sum_univ_eight, f1]
      ring)]
  simp only [Fin.sum_univ_eight, Matrix.cons_val]
  norm_num [Nat.factorial]

/-- The average of `r m f3` equals `⟨f1 r m f2⟩ + (9/4)⟨f1²⟩`. -/
theorem energy_from_third_order :
    average (fun r m => r * m * f3 r m)
      = average (fun r m => f1 r m * (r * m) * f2 r m)
        + 9 / 4 * average (fun r m => f1 r m ^ 2) := by
  rw [fourth_order_energy, average_polynomial (N := 8) ![0, 0, 0, 0, 0, 0, 0, 0]
    ![0, 0, -25 / 16, -25 / 32, -5 / 4, -31 / 96, -1 / 48, 0]
    ![0, 0, 0, 0, -7 / 8, -21 / 32, -3 / 16, -1 / 48] (by
      intro r m
      simp [Fin.sum_univ_eight, f3]
      ring)]
  norm_num [Fin.sum_univ_eight, Nat.factorial]

end

end HydrogenStarkResponse
```

Lean reports:

```
Main.lean:106:53: error: unsolved goals
⊢ 4 *
                  (![0, 0, 0, 0, 0, 0, 0, 0] 2 +
                      ![0, 0, -(25 / 16), -(25 / 32), -(5 / 4), -(31 / 96), -(1 / 48), 0] 2 / 3 +
                    ![0, 0, 0, 0, -(7 / 8), -(21 / 32), -(3 / 16), -(1 / 48)] 2 / 5) *
                (3 / 4) +
              4 *
                  (![0, 0, 0, 0, 0, 0, 0, 0] 3 +
                      ![0, 0, -(25 / 16), -(25 / 32), -(5 / 4), -(31 / 96), -(1 / 48), 0] 3 / 3 +
                    ![0, 0, 0, 0, -(7 / 8), -(21 / 32), -(3 / 16), -(1 / 48)] 3 / 5) *
                (15 / 8) +
            4 *
                (![0, 0, 0, 0, 0, 0, 0, 0] 4 +
                    ![0, 0, -(25 / 16), -(25 / 32), -(5 / 4), -(31 / 96), -(1 / 48), 0] 4 / 3 +
                  ![0, 0, 0, 0, -(7 / 8), -(21 / 32), -(3 / 16), -(1 / 48)] 4 / 5) *
              (45 / 8) +
          4 *
              (![0, 0, 0, 0, 0, 0, 0, 0] 5 + ![0, 0, -(25 / 16), -(25 / 32), -(5 / 4), -(31 / 96), -(1 / 48), 0] 5 / 3 +
                ![0, 0, 0, 0, -(7 / 8), -(21 / 32), -(3 / 16), -(1 / 48)] 5 / 5) *
            (315 / 16) +
        4 *
            (![0, 0, 0, 0, 0, 0, 0, 0] 6 + ![0, 0, -(25 / 16), -(25 / 32), -(5 / 4), -(31 / 96), -(1 / 48), 0] 6 / 3 +
              ![0, 0, 0, 0, -(7 / 8), -(21 / 32), -(3 / 16), -(1 / 48)] 6 / 5) *
          (315 / 4) +
      4 *
          (![0, 0, 0, 0, 0, 0, 0, 0] 7 + ![0, 0, -(25 / 16), -(25 / 32), -(5 / 4), -(31 / 96), -(1 / 48), 0] 7 / 3 +
            ![0, 0, 0, 0, -(7 / 8), -(21 / 32), -(3 / 16), -(1 / 48)] 7 / 5) *
        (2835 / 8) =
    -(3555 / 64)
```

The error says that the proof ended with a goal still open. Both rewrites had succeeded, and what remained was the final numerical equality. `norm_num` had expanded the sum with `Fin.sum_univ_eight` and evaluated the factorials, but coefficients at positions 2 to 7 were still written as lookups in explicit vectors, such as `![0, 0, 0, 0, 0, 0, 0, 0] 2`. Reading out such an entry is the job of `Matrix.cons_val`, a simplification procedure (simproc). `norm_num` uses ordinary simp lemmas, which cover positions 0 and 1, but it does not run simprocs. The later lookups therefore stayed in place and the arithmetic could not be finished.

The repair splits the last step in two. First, `simp only [Fin.sum_univ_eight, Matrix.cons_val]` expands the sum and runs the simproc, which replaces every lookup by its entry. Then `norm_num [Nat.factorial]` has only numbers and factorials to deal with, and closes the goal.

Fix (accepted with no message):

```diff
@@ -111,5 +111,6 @@
       simp [Fin.sum_univ_eight, f3]
       ring)]
-  norm_num [Fin.sum_univ_eight, Nat.factorial]
+  simp only [Fin.sum_univ_eight, Matrix.cons_val]
+  norm_num [Nat.factorial]
 
 end
```
